# The so(4) relations, $L\cdot K=0$ and the Coulomb energy relation restrict finite-dimensional hydrogen levels to $E=-1/(2n^2)$

In non-relativistic hydrogen the 2s and 2p orbitals have the same energy. Rotational symmetry accounts for the equality of the three p energies, but it does not relate s to p. The Coulomb problem has a second conserved vector, the Runge–Lenz vector, which points along the major axis of the classical orbit. Can the algebra of the two conserved vectors fix the bound energies?

Work in atomic units and restrict the operators to one bound level of energy $E<0$, taken to be finite-dimensional. Let $L_a$ be the angular momentum and $K_a$ the Runge–Lenz vector divided by $\sqrt{-2E}$. They satisfy

$$[L_a,L_b]=i\varepsilon_{abc}L_c,\quad [L_a,K_b]=i\varepsilon_{abc}K_c,\quad [K_a,K_b]=i\varepsilon_{abc}L_c,$$

with summation over $c$, together with $L\cdot K=0$ and $L^2+K^2+1=-1/(2E)$. The last relation ties the two vectors to the energy; it comes from squaring the Runge–Lenz vector. All these relations are assumed here, not derived from the Hamiltonian, and they force $E=-1/(2n^2)$ with $n$ a positive integer.

## Vectors of matrices

In Lean 4 with Mathlib:

```lean
import Mathlib

open Matrix
open Complex (I)

namespace HydrogenSpectrumFromSO4

noncomputable section

variable {ι : Type*} [Fintype ι] [DecidableEq ι]
```

The index set `ι` labels the basis states of the level, so `Matrix ι ι ℂ` is the type of operators on it. `I` is the imaginary unit.

```lean
/-- The Levi-Civita symbol on the three Cartesian directions. -/
def eps : Fin 3 → Fin 3 → Fin 3 → ℤ :=
  ![![![0, 0, 0], ![0, 0, 1], ![0, -1, 0]],
    ![![0, 0, -1], ![0, 0, 0], ![1, 0, 0]],
    ![![0, 1, 0], ![-1, 0, 0], ![0, 0, 0]]]
```

This is $\varepsilon_{abc}$, stored as a table of integers. The directions $x,y,z$ are numbered 0, 1, 2, as they are in the text below.

```lean
/-- The commutation relations `[X_a, Y_b] = i ε_abc Z_c` between triples of matrices. -/
def VectorComm (X Y Z : Fin 3 → Matrix ι ι ℂ) : Prop :=
  ∀ a b, X a * Y b - Y b * X a = I • ∑ c, (eps a b c : ℂ) • Z c
```

`VectorComm X Y Z` says $[X_a,Y_b]=i\sum_c\varepsilon_{abc}Z_c$ for all $a,b$. The symbol `•` multiplies a matrix by a number. An angular momentum is a triple with `VectorComm J J J`.

## Ladder operators

```lean
/-- The ladder operator `J_x + s i J_y`: raising for `s = 1`, lowering for `s = -1`. -/
def ladder (J : Fin 3 → Matrix ι ι ℂ) (s : ℂ) : Matrix ι ι ℂ := J 0 + (s * I) • J 1
```

Write $T_s=J_0+s\,i\,J_1$. One definition covers raising ($s=1$) and lowering ($s=-1$).

```lean
/-- The ladder operators shift `J_z` by `s = ±1`. -/
theorem ladder_comm {J : Fin 3 → Matrix ι ι ℂ} (hJ : VectorComm J J J) {s : ℂ}
    (hs : s * s = 1) : J 2 * ladder J s - ladder J s * J 2 = s • ladder J s := by
  have h20 : J 2 * J 0 - J 0 * J 2 = I • J 1 := by
    rw [hJ 2 0]; simp [eps, Fin.sum_univ_three]
  have h21 : J 2 * J 1 - J 1 * J 2 = -(I • J 0) := by
    rw [hJ 2 1]; simp [eps, Fin.sum_univ_three]
  have hI := Complex.I_mul_I
  simp only [ladder, mul_add, add_mul, mul_smul_comm, smul_mul_assoc]
  linear_combination (norm := module) h20 + (s * I) • h21 + hI • (-(s • J 0))
    + hs • (-(I • J 1))
```

The hypothesis `hs` says $s^2=1$. By hand,

$$[J_2,T_s]=iJ_1+s\,i\,(-iJ_0)=sJ_0+iJ_1=s(J_0+s\,i\,J_1)=sT_s .$$

In the proof, `h20` and `h21` are the two commutators used. `linear_combination` adds them with the stated coefficients, along with $i^2=-1$ and $s^2=1$, and checks that the result is the goal.

```lean
/-- The squared angular momentum in terms of ladder operators and `J_z`. -/
theorem casimir_ladder {J : Fin 3 → Matrix ι ι ℂ} (hJ : VectorComm J J J) {s : ℂ}
    (hs : s * s = 1) :
    ∑ a, J a * J a = ladder J (-s) * ladder J s + J 2 * J 2 + s • J 2 := by
  have h01 : J 0 * J 1 - J 1 * J 0 = I • J 2 := by
    rw [hJ 0 1]; simp [eps, Fin.sum_univ_three]
  have hI := Complex.I_mul_I
  simp only [Fin.sum_univ_three, ladder, mul_add, add_mul, mul_smul_comm, smul_mul_assoc]
  linear_combination (norm := module) (-(s * I)) • h01 + hI • ((s * s) • (J 1 * J 1))
    - hs • (J 1 * J 1) - hI • (s • J 2)
```

Multiplying out gives

$$T_{-s}T_s=J_0^2+J_1^2+s\,i\,[J_0,J_1]=J_0^2+J_1^2-sJ_2,$$

and therefore $J^2=T_{-s}T_s+J_2^2+sJ_2$. The proof is the same expansion, with `h01` supplying $[J_0,J_1]=iJ_2$.

## Every ladder ends

```lean
/-- If `T` shifts the eigenvalues of `H` by `s ≠ 0`, then repeated action of `T` on an
eigenvector of `H` reaches a last nonzero eigenvector, which `T` annihilates. -/
theorem ladder_terminates {H T : Matrix ι ι ℂ} {s m : ℂ} {v : ι → ℂ} (hs : s ≠ 0)
    (hT : H * T - T * H = s • T) (hv : v ≠ 0) (hm : H *ᵥ v = m • v) :
    ∃ N : ℕ, T ^ N *ᵥ v ≠ 0 ∧ H *ᵥ (T ^ N *ᵥ v) = (m + N * s) • (T ^ N *ᵥ v) ∧
      T *ᵥ (T ^ N *ᵥ v) = 0 := by
  classical
  have hHT : H * T = T * H + s • T := by rw [← hT]; abel
  have hk : ∀ k : ℕ, H *ᵥ (T ^ k *ᵥ v) = (m + k * s) • (T ^ k *ᵥ v) := by
    intro k
    induction k with
    | zero => simpa using hm
    | succ k ih =>
      rw [pow_succ', ← mulVec_mulVec, mulVec_mulVec _ H T, hHT, add_mulVec,
        ← mulVec_mulVec, ih, smul_mulVec, mulVec_smul]
      push_cast
      module
  -- an endless ladder would give too many independent eigenvectors
  have hex : ∃ k : ℕ, T ^ k *ᵥ v = 0 := by
    by_contra hno
    have h : ∀ k : ℕ, T ^ k *ᵥ v ≠ 0 := fun k hk0 => hno ⟨k, hk0⟩
    have li := Module.End.eigenvectors_linearIndependent' (toLin' H)
      (fun k : Fin (Module.finrank ℂ (ι → ℂ) + 1) => m + ((k : ℕ) : ℂ) * s)
      (by
        intro a b hab
        have h1 : ((a : ℕ) : ℂ) * s = ((b : ℕ) : ℂ) * s := add_left_cancel hab
        apply Fin.ext
        exact_mod_cast mul_right_cancel₀ hs h1)
      (fun k => T ^ (k : ℕ) *ᵥ v)
      (fun k => ⟨Module.End.mem_eigenspace_iff.2 (by rw [toLin'_apply]; exact hk k), h k⟩)
    have hcard := li.fintype_card_le_finrank
    rw [Fintype.card_fin] at hcard
    omega
  have hne : Nat.find hex ≠ 0 := by
    intro h0
    have h1 := Nat.find_spec hex
    rw [h0] at h1
    exact hv (by simpa using h1)
  obtain ⟨N, hN⟩ := Nat.exists_eq_succ_of_ne_zero hne
  have hlast : T ^ (N + 1) *ᵥ v = 0 := by
    have h1 := Nat.find_spec hex
    rwa [hN] at h1
  refine ⟨N, Nat.find_min hex (by omega), hk N, ?_⟩
  rwa [pow_succ', ← mulVec_mulVec] at hlast
```

Here `*ᵥ` applies a matrix to a vector. Suppose $[H,T]=sT$ with $s\neq0$, and $Hv=mv$ with $v\ne0$. Since $HT=TH+sT$, induction on $k$ gives

$$H\,T^kv=(m+ks)\,T^kv .$$

This is `hk`. If no $T^kv$ vanished, these would be eigenvectors with distinct eigenvalues, hence linearly independent. In dimension $d$, the first $d+1$ of them are already too many, which proves `hex`. Take the smallest $k$ with $T^kv=0$, found by `Nat.find`. It is not 0, because $v\neq0$, so $k=N+1$. Then $T^Nv$ is nonzero, has eigenvalue $m+Ns$, and is annihilated by $T$.

```lean
/-- At an end of the ladder with `J_z = m`, a scalar `J² = c` has the value `m² + s m`. -/
theorem casimir_at_end {J : Fin 3 → Matrix ι ι ℂ} (hJ : VectorComm J J J) {s c m : ℂ}
    (hs : s * s = 1) (hc : ∑ a, J a * J a = c • (1 : Matrix ι ι ℂ)) {v : ι → ℂ}
    (hv : v ≠ 0) (hm : J 2 *ᵥ v = m • v) (h0 : ladder J s *ᵥ v = 0) :
    c = m * m + s * m := by
  have e : (c • (1 : Matrix ι ι ℂ)) *ᵥ v
      = (ladder J (-s) * ladder J s + J 2 * J 2 + s • J 2) *ᵥ v := by
    rw [← hc, casimir_ladder hJ hs]
  simp only [smul_mulVec, one_mulVec, add_mulVec, ← mulVec_mulVec, h0, mulVec_zero, hm,
    mulVec_smul] at e
  have h : (c - (m * m + s * m)) • v = 0 := by linear_combination (norm := module) e
  exact sub_eq_zero.1 ((smul_eq_zero.1 h).resolve_right hv)
```

Let $J^2=c$ be a scalar, and let $v\neq0$ satisfy $J_2v=mv$ and $T_sv=0$. Applying the formula for $J^2$ to $v$ gives

$$cv=T_{-s}T_sv+J_2^2v+sJ_2v=(m^2+sm)v,$$

so $c=m^2+sm$. The equation `e` is this line, and the last step divides out the nonzero vector.

```lean
/-- If the squared angular momentum is a scalar on a nonzero finite-dimensional space, then
it equals `j (j + 1)` with `j = N / 2` for a natural number `N`. -/
theorem casimir_quantized [Nonempty ι] {J : Fin 3 → Matrix ι ι ℂ} (hJ : VectorComm J J J)
    {c : ℂ} (hc : ∑ a, J a * J a = c • (1 : Matrix ι ι ℂ)) :
    ∃ N : ℕ, c = (N / 2 : ℂ) * (N / 2 + 1) := by
  obtain ⟨m₀, hm₀⟩ := Module.End.exists_eigenvalue (toLin' (J 2))
  obtain ⟨v, hv⟩ := hm₀.exists_hasEigenvector
  have hv1 : J 2 *ᵥ v = m₀ • v := by
    rw [← toLin'_apply]; exact hv.apply_eq_smul
  have hp : (1 : ℂ) * 1 = 1 := by norm_num
  have hn : (-1 : ℂ) * (-1) = 1 := by norm_num
  -- climb to the top, then descend to the bottom
  obtain ⟨M, hw, hwm, hw0⟩ := ladder_terminates one_ne_zero (ladder_comm hJ hp) hv.2 hv1
  obtain ⟨N, hu, hum, hu0⟩ :=
    ladder_terminates (by norm_num : (-1 : ℂ) ≠ 0) (ladder_comm hJ hn) hw hwm
  have htop := casimir_at_end hJ hp hc hw hwm hw0
  have hbot := casimir_at_end hJ hn hc hu hum hu0
  generalize m₀ + (M : ℂ) * 1 = m at htop hbot
  have key : (2 * m - N) * ((N : ℂ) + 1) = 0 := by linear_combination hbot - htop
  have h2 := (mul_eq_zero.1 key).resolve_right (Nat.cast_add_one_ne_zero N)
  have hmN : m = N / 2 := by linear_combination h2 / 2
  exact ⟨N, by rw [htop, hmN]; ring⟩
```

`Nonempty ι` says that there is at least one state, so the complex matrix $J_2$ has an eigenvector. Climb from it to the top, where the eigenvalue is $m$, then descend $N$ steps to the bottom, where it is $m-N$. The two ends give

$$c=m^2+m,\qquad c=(m-N)^2-(m-N).$$

Subtracting them yields

$$(2m-N)(N+1)=0,$$

which is `key`. Since $N+1\neq0$, we have $m=N/2$ and $c=\frac N2\left(\frac N2+1\right)$. This is the usual $j(j+1)$ with $j=N/2$. The names `htop` and `hbot` hold the equations at the two ends.

## From so(4) to the energy

```lean
/-- Bound hydrogen levels from so(4) symmetry: if matrices `L` and `K` on a nonzero
finite-dimensional space obey the so(4) relations, `L·K = 0` and `2E (L² + K² + 1) = -1`, then `E =
-1/(2n²)` for a positive integer `n`. -/
theorem hydrogen_levels [Nonempty ι] {L K : Fin 3 → Matrix ι ι ℂ} {E : ℂ}
    (hLL : VectorComm L L L) (hLK : VectorComm L K K) (hKK : VectorComm K K L)
    (hdot : ∑ a, L a * K a = 0)
    (hE : (2 * E) • (∑ a, L a * L a + ∑ a, K a * K a + 1) = -1) :
    ∃ n : ℕ, 0 < n ∧ E = -1 / (2 * (n : ℂ) ^ 2) := by
  have hswap : ∀ a b c, eps b a c = -eps a b c := by decide
  have hself : ∀ a c, eps a a c = 0 := by decide
  have hE0 : 2 * E ≠ 0 := by
    intro h
    rw [h] at hE
    simp at hE
  have hS : ∑ a, L a * L a + ∑ a, K a * K a + 1
      = (-(2 * E)⁻¹) • (1 : Matrix ι ι ℂ) := by
    rw [← one_smul ℂ (∑ a, L a * L a + ∑ a, K a * K a + 1), ← inv_mul_cancel₀ hE0,
      ← smul_smul, hE]
    module
  have hKL : ∀ a, K a * L a = L a * K a := by
    intro a
    have h := hLK a a
    simp only [hself, Int.cast_zero, zero_smul, Finset.sum_const_zero, smul_zero] at h
    exact (sub_eq_zero.1 h).symm
  -- half the sum of L and K is an angular momentum
  have hA : VectorComm (fun a => (1 / 2 : ℂ) • (L a + K a))
      (fun a => (1 / 2 : ℂ) • (L a + K a)) (fun a => (1 / 2 : ℂ) • (L a + K a)) := by
    intro a b
    have h1 := hLL a b
    have h2 := hLK a b
    have h3 := hLK b a
    have h4 := hKK a b
    simp only [hswap a b, Int.cast_neg] at h3
    simp only [Fin.sum_univ_three, mul_add, add_mul, mul_smul_comm, smul_mul_assoc]
      at h1 h2 h3 h4 ⊢
    linear_combination (norm := module) (1 / 4 : ℂ) • h1 + (1 / 4 : ℂ) • h2
      - (1 / 4 : ℂ) • h3 + (1 / 4 : ℂ) • h4
  -- its square is fixed by the energy
  have hc : ∑ a, ((1 / 2 : ℂ) • (L a + K a)) * ((1 / 2 : ℂ) • (L a + K a))
      = ((-(2 * E)⁻¹ - 1) / 4) • (1 : Matrix ι ι ℂ) := by
    simp only [Fin.sum_univ_three, mul_add, add_mul, mul_smul_comm, smul_mul_assoc, hKL]
      at hS hdot ⊢
    linear_combination (norm := module) (1 / 4 : ℂ) • hS + (1 / 2 : ℂ) • hdot
  obtain ⟨N, hN⟩ := casimir_quantized hA hc
  have ht : (2 * E)⁻¹ = -((N : ℂ) + 1) ^ 2 := by linear_combination -4 * hN
  have h1 := mul_inv_cancel₀ hE0
  rw [ht] at h1
  have hN1 : (N : ℂ) + 1 ≠ 0 := Nat.cast_add_one_ne_zero N
  refine ⟨N + 1, Nat.succ_pos N, ?_⟩
  push_cast
  rw [eq_div_iff (mul_ne_zero two_ne_zero (pow_ne_zero 2 hN1))]
  linear_combination -h1
```

The hypotheses are the three commutation relations, $L\cdot K=0$, and the energy relation in the form $2E(L^2+K^2+1)=-1$, where the last $-1$ is minus the identity matrix. Hermiticity is not required, and `E` may be any complex number at the start; that it is real and negative follows from the conclusion.

For the derivation, set $A_a=\frac12(L_a+K_a)$. Antisymmetry of $\varepsilon$ gives $[K_a,L_b]=-[L_b,K_a]=i\varepsilon_{abc}K_c$, so

$$[A_a,A_b]=\tfrac14\,i\varepsilon_{abc}(L_c+K_c+K_c+L_c)=i\varepsilon_{abc}A_c .$$

Thus $A$ is an angular momentum, which is `hA`. Setting $a=b$ in the mixed relation shows that $L_a$ and $K_a$ commute (`hKL`), so $K\cdot L=L\cdot K=0$ and

$$A^2=\tfrac14(L^2+K^2)=\tfrac14\left(-\frac1{2E}-1\right).$$

This is `hc`. The previous theorem equates the right-hand side with $\frac N2\left(\frac N2+1\right)=\frac14N(N+2)$. Hence

$$-\frac1{2E}=N^2+2N+1=(N+1)^2,\qquad E=-\frac1{2n^2},\quad n=N+1 .$$

The division by $E$ is legitimate because $E=0$ would turn the energy relation into $0=-1$, as `hE0` records.

The theorem restricts the possible energies; it does not construct a level for every $n$, nor does it treat the continuum. For electronic structure, the values are exact references in hartree for a one-electron, non-relativistic calculation with a fixed point nucleus of unit charge.

The same argument by hand gives a neighbouring result. Keep the commutation relations, but assume of $L\cdot K$ and $L^2+K^2$ only that they are scalars. Then $\frac12(L+K)$ and $\frac12(L-K)$ are both angular momenta with scalar squares $j(j+1)$ and $k(k+1)$, where $j$ and $k$ are non-negative integers or half-integers, and adding the squares gives $L^2+K^2=2j(j+1)+2k(k+1)$. The condition $L\cdot K=0$ makes $j=k$.

## The $n=2$ shell as an example

```lean
/-- The matrix `i M` for an integer matrix `M` on four orbitals. -/
def imag (M : Matrix (Fin 4) (Fin 4) ℤ) : Matrix (Fin 4) (Fin 4) ℂ :=
  I • (Int.castRingHom ℂ).mapMatrix M
```

`imag M` is the complex matrix $iM$ built from an integer matrix $M$.

```lean
/-- The generators of rotations in the basis `s, p_x, p_y, p_z`: they mix the p orbitals. -/
def rot : Fin 3 → Matrix (Fin 4) (Fin 4) ℤ :=
  ![!![0, 0, 0, 0; 0, 0, 0, 0; 0, 0, 0, -1; 0, 0, 1, 0],
    !![0, 0, 0, 0; 0, 0, 0, 1; 0, 0, 0, 0; 0, -1, 0, 0],
    !![0, 0, 0, 0; 0, 0, -1, 0; 0, 1, 0, 0; 0, 0, 0, 0]]
```

In the basis $s,p_x,p_y,p_z$, these matrices generate the rotations of the p orbitals and annihilate s. The angular momentum is $L_a=i\,\mathtt{rot}_a$.

```lean
/-- The generators that mix the s orbital with `p_x`, `p_y` and `p_z`. -/
def mix : Fin 3 → Matrix (Fin 4) (Fin 4) ℤ :=
  ![!![0, 1, 0, 0; -1, 0, 0, 0; 0, 0, 0, 0; 0, 0, 0, 0],
    !![0, 0, 1, 0; 0, 0, 0, 0; -1, 0, 0, 0; 0, 0, 0, 0],
    !![0, 0, 0, 1; 0, 0, 0, 0; 0, 0, 0, 0; -1, 0, 0, 0]]
```

These connect s with one p orbital each, and $K_a=i\,\mathtt{mix}_a$. For the usual real orbitals the matrix elements of $K_a$ are real; the imaginary form used here corresponds to multiplying the s orbital by a phase factor $i$ or $-i$.

```lean
/-- Integer commutation relations carry over to the matrices `i M`. -/
theorem imag_comm {X Y Z : Fin 3 → Matrix (Fin 4) (Fin 4) ℤ}
    (h : ∀ a b, X a * Y b - Y b * X a = ∑ c, eps a b c • Z c) :
    VectorComm (fun a => imag (X a)) (fun a => imag (Y a)) (fun a => imag (Z a)) := by
  intro a b
  have h' := congrArg (Int.castRingHom ℂ).mapMatrix (h a b)
  simp only [Fin.sum_univ_three, map_sub, map_add, map_mul, map_zsmul,
    ← Int.cast_smul_eq_zsmul ℂ] at h'
  simp only [imag, Fin.sum_univ_three, mul_smul_comm, smul_mul_assoc]
  linear_combination (norm := module) (I * I) • h'
```

If integer matrices satisfy $[X_a,Y_b]=\sum_c\varepsilon_{abc}Z_c$, multiplication by $i^2$ gives $[iX_a,iY_b]=i\sum_c\varepsilon_{abc}(iZ_c)$. The proof transfers the integer identity to complex matrices and multiplies it by `I * I`.

```lean
/-- An integer antisymmetric matrix times `i` is Hermitian. -/
theorem imag_hermitian {M : Matrix (Fin 4) (Fin 4) ℤ} (hM : Mᵀ = -M) :
    (imag M).IsHermitian := by
  refine Matrix.IsHermitian.ext fun i j => ?_
  have h : M j i = -M i j := congrFun (congrFun hM i) j
  simp [imag, h]
```

For a real matrix with $M^{\mathsf T}=-M$, the adjoint of $iM$ is $-iM^{\mathsf T}=iM$. The proof compares entries.

```lean
/-- The Hermitian matrices `i rot` and `i mix` on one s and three p orbitals satisfy all
the hypotheses of `hydrogen_levels` with `E = -1/8`. -/
theorem hydrogen_levels_witness :
    (∀ a, (imag (rot a)).IsHermitian ∧ (imag (mix a)).IsHermitian) ∧
    VectorComm (fun a => imag (rot a)) (fun a => imag (rot a)) (fun a => imag (rot a)) ∧
    VectorComm (fun a => imag (rot a)) (fun a => imag (mix a)) (fun a => imag (mix a)) ∧
    VectorComm (fun a => imag (mix a)) (fun a => imag (mix a)) (fun a => imag (rot a)) ∧
    ∑ a, imag (rot a) * imag (mix a) = 0 ∧
    (2 * (-1 / 8 : ℂ)) • (∑ a, imag (rot a) * imag (rot a)
      + ∑ a, imag (mix a) * imag (mix a) + 1) = -1 := by
  have hr : ∀ a, (rot a)ᵀ = -rot a := by decide +kernel
  have hm : ∀ a, (mix a)ᵀ = -mix a := by decide +kernel
  refine ⟨fun a => ⟨imag_hermitian (hr a), imag_hermitian (hm a)⟩,
    imag_comm (by decide +kernel), imag_comm (by decide +kernel),
    imag_comm (by decide +kernel), ?_, ?_⟩
  · have h : rot 0 * mix 0 + rot 1 * mix 1 + rot 2 * mix 2 = 0 := by decide +kernel
    have h' := congrArg (Int.castRingHom ℂ).mapMatrix h
    simp only [map_add, map_mul, map_zero] at h'
    simp only [imag, Fin.sum_univ_three, mul_smul_comm, smul_mul_assoc]
    linear_combination (norm := module) (I * I) • h'
  · have h : rot 0 * rot 0 + rot 1 * rot 1 + rot 2 * rot 2
        + (mix 0 * mix 0 + mix 1 * mix 1 + mix 2 * mix 2) + 1 + 1 + 1 = 0 := by
      decide +kernel
    have h' := congrArg (Int.castRingHom ℂ).mapMatrix h
    simp only [map_add, map_mul, map_zero, map_one] at h'
    simp only [imag, Fin.sum_univ_three, mul_smul_comm, smul_mul_assoc, smul_smul,
      Complex.I_mul_I]
    linear_combination (norm := module) (1 / 4 : ℂ) • h'

end

end HydrogenSpectrumFromSO4
```

The six matrices are Hermitian and satisfy every hypothesis of `hydrogen_levels` with $E=-1/8$. The energy relation can be read off orbital by orbital: $L^2$ is 0 on s and 2 on each p orbital, while $K^2$ is 3 on s and 1 on each p orbital. In both cases

$$L^2+K^2+1=4=-\frac1{2E},$$

so $n=2$. The s and p orbitals share one energy although their values of $L^2$ differ. In the proof, `decide +kernel` evaluates the finite integer identities, and the remaining lines carry them over to the complex matrices.

```lean
#print axioms HydrogenSpectrumFromSO4.hydrogen_levels
-- 'HydrogenSpectrumFromSO4.hydrogen_levels' depends on axioms: [propext, Classical.choice, Quot.sound]
```
